# Incompleteness of the Coulomb bound states in the s-wave channel

For hydrogen in atomic units the normalised reduced s-wave radial function \(u(r) = 2\cdot 3^{3/2}\, r\, e^{-3r}\) has mean energy \(9/2 - 3 = 3/2\), which lies above the ionisation threshold at zero. If \(u\) could be expanded in orthonormal energy eigenstates with eigenvalues at most zero, this mean would be a weighted average of non-positive numbers, so such eigenstates do not form a complete set in \(L^2(0,\infty)\).

In Lean 4 with Mathlib:

```lean
import Mathlib

open MeasureTheory Set
open scoped InnerProductSpace

namespace CoulombIncompleteness

noncomputable section

local notation "μ₀" => Measure.restrict (volume : Measure ℝ) (Set.Ioi 0)

/-- Complex square-integrable radial functions on the half line `r > 0`. -/
abbrev RadialL2 := Lp ℂ 2 μ₀

/-- The s-wave radial Coulomb operator of charge `Z`: `(h u)(r) = -u''(r)/2 - Z u(r)/r`. -/
def radialH (Z : ℝ) (u : ℝ → ℝ) (r : ℝ) : ℝ := -(deriv (deriv u) r) / 2 - Z * u r / r

/-- The trial function `u_z(r) = 2 z^(3/2) r exp(-z r)`. -/
def trial (z r : ℝ) : ℝ := 2 * z ^ (3 / 2 : ℝ) * r * Real.exp (-(z * r))

/-- The function `(p + q r) exp(-z r)`. -/
def slater (p q z r : ℝ) : ℝ := (p + q * r) * Real.exp (-(z * r))

/-- For `a > 0`, `r^n exp(-a r)` is integrable on `r > 0` with integral `n!/a^(n+1)`. -/
theorem moment {a : ℝ} (ha : 0 < a) (n : ℕ) :
    Integrable (fun r : ℝ => r ^ n * Real.exp (-(a * r))) μ₀ ∧
      ∫ r, r ^ n * Real.exp (-(a * r)) ∂μ₀ = (n.factorial : ℝ) / a ^ (n + 1) := by
  have h := Real.integral_rpow_mul_exp_neg_mul_Ioi (a := (n : ℝ) + 1) (r := a)
    (by positivity) ha
  have e := Real.rpow_natCast (1 / a) (n + 1)
  rw [Nat.cast_add, Nat.cast_one] at e
  rw [e, Real.Gamma_nat_eq_factorial] at h
  simp only [add_sub_cancel_right, Real.rpow_natCast] at h
  have v : ∫ r, r ^ n * Real.exp (-(a * r)) ∂μ₀ = (n.factorial : ℝ) / a ^ (n + 1) := by
    rw [h, one_div, inv_pow, div_eq_inv_mul]
  refine ⟨Integrable.of_integral_ne_zero ?_, v⟩
  rw [v]
  positivity

/-- The product of `(p + q r) exp(-y r)` and `(s + t r) exp(-z r)` with `y + z > 0` is
integrable on `r > 0`, with the integral in closed form. -/
theorem slater_mul {y z : ℝ} (h : 0 < y + z) (p q s t : ℝ) :
    Integrable (fun r => slater p q y r * slater s t z r) μ₀ ∧
      ∫ r, slater p q y r * slater s t z r ∂μ₀ =
        p * s / (y + z) + (p * t + q * s) / (y + z) ^ 2 + 2 * q * t / (y + z) ^ 3 := by
  have e : (fun r => slater p q y r * slater s t z r) = fun r =>
      p * s * (r ^ 0 * Real.exp (-((y + z) * r))) +
        ((p * t + q * s) * (r ^ 1 * Real.exp (-((y + z) * r))) +
          q * t * (r ^ 2 * Real.exp (-((y + z) * r)))) := by
    funext r
    have : Real.exp (-((y + z) * r)) = Real.exp (-(y * r)) * Real.exp (-(z * r)) := by
      rw [← Real.exp_add]; congr 1; ring
    simp only [slater, this]; ring
  have i0 := (moment h 0).1.const_mul (p * s)
  have i1 := (moment h 1).1.const_mul (p * t + q * s)
  have i2 := (moment h 2).1.const_mul (q * t)
  have s1 := integral_add i1 i2
  have s2 := integral_add i0 (i1.add i2)
  simp only [Pi.add_apply] at s2
  rw [e]
  refine ⟨i0.add (i1.add i2), ?_⟩
  rw [s2, s1]
  simp only [integral_const_mul]
  rw [(moment h 0).2, (moment h 1).2, (moment h 2).2]
  generalize y + z = a
  simp only [Nat.factorial_zero, Nat.factorial_one, Nat.factorial_two, Nat.cast_one,
    Nat.cast_ofNat]
  ring

/-- Away from the origin, `(h u_z)(r) = 2 z^(3/2) (z - Z - z² r/2) exp(-z r)`. -/
theorem radialH_trial (z Z : ℝ) {r : ℝ} (hr : r ≠ 0) :
    radialH Z (trial z) r =
      2 * z ^ (3 / 2 : ℝ) * (z - Z - z ^ 2 * r / 2) * Real.exp (-(z * r)) := by
  -- the family `slater` is closed under differentiation
  have d : ∀ p q x, HasDerivAt (slater p q z) (slater (q - z * p) (-(z * q)) z x) x := by
    intro p q x
    have h1 : HasDerivAt (fun r => p + q * r) (q * 1) x :=
      ((hasDerivAt_id' x).const_mul q).const_add p
    have h2 : HasDerivAt (fun r => Real.exp (-(z * r))) (Real.exp (-(z * x)) * -(z * 1)) x :=
      ((hasDerivAt_id' x).const_mul z).fun_neg.exp
    exact (h1.fun_mul h2).congr_deriv (by simp only [slater]; ring)
  have D : ∀ p q, deriv (slater p q z) = slater (q - z * p) (-(z * q)) z :=
    fun p q => funext fun x => (d p q x).deriv
  have e : trial z = slater 0 (2 * z ^ (3 / 2 : ℝ)) z := by
    funext x; simp only [trial, slater]; ring
  unfold radialH
  rw [e, D, D]
  simp only [slater]
  generalize z ^ (3 / 2 : ℝ) = c
  generalize Real.exp (-(z * r)) = E
  field_simp
  ring

/-- For `z > 0` both `u_z` and `h u_z` are square integrable on `r > 0`. -/
theorem trial_memLp {z : ℝ} (hz : 0 < z) :
    MemLp (fun r => (trial z r : ℂ)) 2 μ₀ ∧
      ∀ Z : ℝ, MemLp (fun r => (radialH Z (trial z) r : ℂ)) 2 μ₀ := by
  have key : ∀ p q, MemLp (fun r => (slater p q z r : ℂ)) 2 μ₀ := by
    intro p q
    have hc : Continuous (slater p q z) := by
      show Continuous fun r => (p + q * r) * Real.exp (-(z * r))
      fun_prop
    have h : MemLp (slater p q z) 2 μ₀ :=
      (memLp_two_iff_integrable_sq hc.aestronglyMeasurable).2
        (by simpa only [sq] using (slater_mul (add_pos hz hz) p q p q).1)
    exact Complex.ofRealCLM.comp_memLp' h
  have e : trial z = slater 0 (2 * z ^ (3 / 2 : ℝ)) z := by
    funext x; simp only [trial, slater]; ring
  refine ⟨by rw [e]; exact key _ _, fun Z => (memLp_congr_ae ?_).2
    (key (2 * z ^ (3 / 2 : ℝ) * (z - Z)) (-(z ^ (3 / 2 : ℝ) * z ^ 2)))⟩
  filter_upwards [ae_restrict_mem measurableSet_Ioi] with r hr
  rw [radialH_trial z Z (mem_Ioi.1 hr).ne', Complex.ofReal_inj]
  simp only [slater]; ring

/-- The trial function `u_z` as a vector of `L²(0,∞)`. -/
def uKet {z : ℝ} (hz : 0 < z) : RadialL2 := (trial_memLp hz).1.toLp _

/-- The function `w_z = h u_z` as a vector of `L²(0,∞)`. -/
def wKet {z : ℝ} (hz : 0 < z) (Z : ℝ) : RadialL2 := ((trial_memLp hz).2 Z).toLp _

/-- Overlap `⟨u_y, u_z⟩` and matrix element `⟨u_y, h u_z⟩` for two exponents `y, z > 0`. -/
theorem matrix_elements {y z : ℝ} (hy : 0 < y) (hz : 0 < z) (Z : ℝ) :
    ⟪uKet hy, uKet hz⟫_ℂ =
        ((8 * (y ^ (3 / 2 : ℝ) * z ^ (3 / 2 : ℝ)) / (y + z) ^ 3 : ℝ) : ℂ) ∧
      ⟪uKet hy, wKet hz Z⟫_ℂ = ((4 * (y ^ (3 / 2 : ℝ) * z ^ (3 / 2 : ℝ)) *
        ((z - Z) / (y + z) ^ 2 - z ^ 2 / (y + z) ^ 3) : ℝ) : ℂ) := by
  -- the inner product of two real functions is the integral of their product
  have inn : ∀ (f g : ℝ → ℝ) (hf : MemLp (fun r => (f r : ℂ)) 2 μ₀)
      (hg : MemLp (fun r => (g r : ℂ)) 2 μ₀),
      ⟪hf.toLp _, hg.toLp _⟫_ℂ = ((∫ r, f r * g r ∂μ₀ : ℝ) : ℂ) := by
    intro f g hf hg
    rw [L2.inner_def, ← integral_complex_ofReal]
    refine integral_congr_ae ?_
    filter_upwards [hf.coeFn_toLp, hg.coeFn_toLp] with r h1 h2
    rw [h1, h2]
    simp [mul_comm]
  have e : ∀ x, trial x = slater 0 (2 * x ^ (3 / 2 : ℝ)) x := by
    intro x; funext r; simp only [trial, slater]; ring
  have h := add_pos hy hz
  refine ⟨(inn (trial y) (trial z) (trial_memLp hy).1 (trial_memLp hz).1).trans
      (Complex.ofReal_inj.2 ?_),
    (inn (trial y) (radialH Z (trial z)) (trial_memLp hy).1 ((trial_memLp hz).2 Z)).trans
      (Complex.ofReal_inj.2 ?_)⟩
  · rw [e y, e z, (slater_mul h _ _ _ _).2]
    generalize y + z = a
    ring
  · have hae : (fun r => trial y r * radialH Z (trial z) r) =ᵐ[μ₀] fun r =>
        slater 0 (2 * y ^ (3 / 2 : ℝ)) y r *
          slater (2 * z ^ (3 / 2 : ℝ) * (z - Z)) (-(z ^ (3 / 2 : ℝ) * z ^ 2)) z r := by
      filter_upwards [ae_restrict_mem measurableSet_Ioi] with r hr
      rw [radialH_trial z Z (mem_Ioi.1 hr).ne']
      simp only [slater, trial]; ring
    refine (integral_congr_ae hae).trans ((slater_mul h _ _ _ _).2.trans ?_)
    generalize y + z = a
    ring

/-- `u_z` is normalised and `⟨u_z, h u_z⟩ = z²/2 - Z z`, which is positive for `z > 2 Z`. -/
theorem trial_energy {z : ℝ} (hz : 0 < z) (Z : ℝ) :
    ⟪uKet hz, uKet hz⟫_ℂ = 1 ∧ ⟪uKet hz, wKet hz Z⟫_ℂ = ((z ^ 2 / 2 - Z * z : ℝ) : ℂ) ∧
      (2 * Z < z → 0 < (⟪uKet hz, wKet hz Z⟫_ℂ).re) := by
  have c : z ^ (3 / 2 : ℝ) * z ^ (3 / 2 : ℝ) = z ^ 3 := by
    rw [← Real.rpow_add hz, ← Real.rpow_natCast]; congr 1; norm_num
  have r1 : 8 * z ^ 3 / (z + z) ^ 3 = 1 := by
    rw [div_eq_one_iff_eq (by positivity)]; ring
  have r2 : 4 * z ^ 3 * ((z - Z) / (z + z) ^ 2 - z ^ 2 / (z + z) ^ 3) = z ^ 2 / 2 - Z * z := by
    rw [← two_mul]
    field_simp
    ring
  rw [(matrix_elements hz hz Z).1, (matrix_elements hz hz Z).2, c, r1, r2]
  refine ⟨Complex.ofReal_one, rfl, fun h => ?_⟩
  rw [Complex.ofReal_re]
  nlinarith [mul_pos hz (sub_pos.2 h)]

/-- If a Hilbert basis obeys `⟨f_n, w⟩ = E_n ⟨f_n, u⟩` with all `E_n ≤ 0`,
then `Re ⟨u, w⟩ ≤ 0`. -/
theorem re_inner_nonpos {H ι : Type*} [NormedAddCommGroup H] [InnerProductSpace ℂ H]
    (f : HilbertBasis ι ℂ H) (E : ι → ℝ) (u w : H) (hE : ∀ n, E n ≤ 0)
    (h : ∀ n, ⟪f n, w⟫_ℂ = E n * ⟪f n, u⟫_ℂ) : (⟪u, w⟫_ℂ).re ≤ 0 := by
  -- Parseval: ⟨u, w⟩ = ∑ ⟨u, f_n⟩ ⟨f_n, w⟩ = ∑ E_n |⟨f_n, u⟩|²
  have hs := Complex.hasSum_re (f.hasSum_inner_mul_inner u w)
  refine hasSum_le (fun n => ?_) hs hasSum_zero
  rw [h n, ← inner_conj_symm u (f n)]
  generalize ⟪f n, u⟫_ℂ = c
  have e : (starRingEnd ℂ c * (E n * c)).re = E n * (c.re ^ 2 + c.im ^ 2) := by
    simp [Complex.mul_re, Complex.mul_im]; ring
  rw [e]
  nlinarith [mul_nonneg (neg_nonneg.2 (hE n)) (add_nonneg (sq_nonneg c.re) (sq_nonneg c.im))]

/-- For `z > 0` and `z > 2 Z`, no Hilbert basis of `L²(0,∞)` satisfies
`⟨f_n, h u_z⟩ = E_n ⟨f_n, u_z⟩` with all `E_n ≤ 0`. -/
theorem no_bound_state_basis {z Z : ℝ} (hz : 0 < z) (hZ : 2 * Z < z) (ι : Type*) :
    ¬ ∃ (f : HilbertBasis ι ℂ RadialL2) (E : ι → ℝ), (∀ n, E n ≤ 0) ∧
      ∀ n, ⟪f n, wKet hz Z⟫_ℂ = E n * ⟪f n, uKet hz⟫_ℂ := by
  rintro ⟨f, E, hE, h⟩
  exact not_le_of_gt ((trial_energy hz Z).2.2 hZ) (re_inner_nonpos f E _ _ hE h)

/-- For `z > 0` and `z > 2 Z`, an orthonormal family with `⟨f_n, h u_z⟩ = E_n ⟨f_n, u_z⟩`
and all `E_n ≤ 0` leaves a nonzero vector of `L²(0,∞)` orthogonal to every `f_n`. -/
theorem bound_states_incomplete {z Z : ℝ} (hz : 0 < z) (hZ : 2 * Z < z) {ι : Type*}
    (f : ι → RadialL2) (E : ι → ℝ) (hf : Orthonormal ℂ f) (hE : ∀ n, E n ≤ 0)
    (h : ∀ n, ⟪f n, wKet hz Z⟫_ℂ = E n * ⟪f n, uKet hz⟫_ℂ) :
    ∃ g : RadialL2, g ≠ 0 ∧ ∀ n, ⟪f n, g⟫_ℂ = 0 := by
  by_contra hc
  -- otherwise the family would be a Hilbert basis
  have hsp : (Submodule.span ℂ (range f))ᗮ = ⊥ := by
    rw [Submodule.eq_bot_iff]
    intro g hg
    by_contra hne
    exact hc ⟨g, hne, fun n =>
      (Submodule.mem_orthogonal _ _).1 hg _ (Submodule.subset_span ⟨n, rfl⟩)⟩
  refine no_bound_state_basis hz hZ ι ⟨HilbertBasis.mkOfOrthogonalEqBot hf hsp, E, hE, ?_⟩
  intro n
  rw [HilbertBasis.coe_mkOfOrthogonalEqBot]
  exact h n

/-- For `Z, z > 0` the vector `u_Z` is normalised, has nonzero overlap with `u_z`, and obeys
`⟨u_Z, h u_z⟩ = (-Z²/2) ⟨u_Z, u_z⟩`. -/
theorem bound_states_witness {z Z : ℝ} (hz : 0 < z) (hZ : 0 < Z) :
    ⟪uKet hZ, uKet hZ⟫_ℂ = 1 ∧ ⟪uKet hZ, uKet hz⟫_ℂ ≠ 0 ∧
      ⟪uKet hZ, wKet hz Z⟫_ℂ = ((-Z ^ 2 / 2 : ℝ) : ℂ) * ⟪uKet hZ, uKet hz⟫_ℂ := by
  refine ⟨(trial_energy hZ Z).1, ?_⟩
  rw [(matrix_elements hZ hz Z).1, (matrix_elements hZ hz Z).2]
  refine ⟨Complex.ofReal_ne_zero.2 (by positivity), ?_⟩
  rw [← Complex.ofReal_mul, Complex.ofReal_inj]
  have hs : Z + z ≠ 0 := (add_pos hZ hz).ne'
  generalize Z ^ (3 / 2 : ℝ) * z ^ (3 / 2 : ℝ) = a
  field_simp
  ring

end

end CoulombIncompleteness
```
```lean
#print axioms CoulombIncompleteness.bound_states_incomplete
```

```
'CoulombIncompleteness.bound_states_incomplete' depends on axioms: [propext, Classical.choice, Quot.sound]
```

## The statement

The space `RadialL2` is \(L^2(0,\infty)\): complex square-integrable functions of the radius \(r\), identified when they agree almost everywhere. The measure `μ₀` is \(dr\) on \(r > 0\), without the factor \(r^2\), so its vectors are reduced radial functions \(u(r) = rR(r)\), where \(R\) is the radial wave function. The bracket `⟪uKet hy, uKet hz⟫_ℂ` is the inner product \(\langle a, b\rangle = \int_0^\infty \overline{a}\, b\, dr\), conjugate-linear in the first slot as in Dirac notation.

For a real nuclear charge \(Z\), `radialH` is the s-wave Coulomb operator in atomic units,
\[ (hu)(r) = -\tfrac12 u''(r) - \frac{Z\,u(r)}{r}, \]
acting on real functions through the ordinary second derivative. For an exponent \(z > 0\), `trial` is
\[ u_z(r) = 2 z^{3/2}\, r\, e^{-zr}, \]
and \(w_z = h u_z\). The vectors `uKet hz` and `wKet hz Z` are these two functions as elements of \(L^2\), where `hz` is the proof that \(z > 0\); `trial_memLp` supplies their square integrability.

The theorem `trial_energy` states
\[ \langle u_z, u_z\rangle = 1, \qquad \langle u_z, w_z\rangle = \tfrac12 z^2 - Zz, \]
and that the real part of the second number is positive when \(z > 2Z\). The opening case is \(Z = 1\), \(z = 3\).

Let \(f_n\) be vectors of \(L^2\) and \(E_n\) real numbers, with \(n\) running over an arbitrary index type `ι`. The two main theorems concern the conditions
\[ \langle f_n, w_z\rangle = E_n \langle f_n, u_z\rangle, \qquad E_n \le 0 \quad\text{for all } n. \tag{1} \]
For \(z > 0\) and \(z > 2Z\), `no_bound_state_basis` says that no `HilbertBasis`, that is, no complete orthonormal family, satisfies (1). Under the same bounds `bound_states_incomplete` says that every orthonormal family satisfying (1) admits a vector \(g \neq 0\) with \(\langle f_n, g\rangle = 0\) for all \(n\). The index type is unrestricted, although \(L^2(0,\infty)\) is separable and so has no uncountable orthonormal family; when the index type is empty the claim of `bound_states_incomplete` is only that \(L^2(0,\infty)\) has a nonzero vector. For \(Z \le 0\) every \(z > 0\) is allowed.

Finally `bound_states_witness` states, for \(Z, z > 0\), that \(u_Z\) is normalised, has nonzero overlap with \(u_z\), and obeys the relation in (1) with energy \(-Z^2/2\). The one-member family \(\{u_Z\}\), the 1s state, is therefore an instance of (1) in which neither side vanishes.

## The physics encoded

Condition (1) is the eigenvalue equation \(h f_n = E_n f_n\) tested against the single function \(u_z\). For an eigenfunction \(f\) of energy \(E\), two integrations by parts give
\[ \langle f, h u_z\rangle = \langle h f, u_z\rangle - \tfrac12\Big[\overline{f}\, u_z' - \overline{f'}\, u_z\Big]_0^\infty . \]
The boundary term vanishes when \(f(0) = 0\), \(f'\) stays bounded at the origin, and \(f\) and \(f'\) decay at infinity, because \(u_z(0) = 0\). What remains is \(E\langle f, u_z\rangle\). The theorems take (1) as a hypothesis, and the file establishes it only for \(u_Z\), by direct integration. The excited ns functions and the level formula do not occur, so the incompleteness of the actual hydrogenic s states follows from these theorems once their orthonormality and, for one exponent \(z > 2Z\), condition (1) for each state are supplied. The vector \(g\) is obtained by contradiction and is not identified with a superposition of scattering states.

The result bears on sum-over-states formulas of perturbation theory: in this model of one non-relativistic electron with zero angular momentum around a fixed point nucleus, the projectors onto the members of an orthonormal family obeying (1) for an exponent \(z > 0\) with \(z > 2Z\) do not add up to the identity.

## Why it is true

The integrals all reduce to the moments
\[ \int_0^\infty r^n e^{-ar}\, dr = \frac{n!}{a^{n+1}}, \qquad a > 0,\ n = 0, 1, 2, \dots \]
The lemma `moment` obtains this from Mathlib's Gamma integral at argument \(n + 1\) and `Real.Gamma_nat_eq_factorial`. Integrability comes from `Integrable.of_integral_ne_zero`: Mathlib assigns the integral zero to a non-integrable function, so a positive value shows that the integrand is integrable.

The function `slater p q z` is \((p + qr)e^{-zr}\) with real \(p, q\). For further real numbers \(s, t, y\) with \(y + z > 0\), multiplying out and using the moments \(n = 0, 1, 2\) gives
\[ \int_0^\infty (p + qr)e^{-yr}(s + tr)e^{-zr}\, dr = \frac{ps}{y+z} + \frac{pt + qs}{(y+z)^2} + \frac{2qt}{(y+z)^3}. \]
In `slater_mul` the step `e` is the multiplication, `i0`, `i1`, `i2` are the three integrable terms, and `integral_add` splits the integral.

Differentiation maps the pair \((p, q)\) to \((q - zp, -zq)\), which is step `d` of `radialH_trial`. With \(c = 2z^{3/2}\) the trial function is the pair \((0, c)\), so
\[ u_z' = c(1 - zr)e^{-zr}, \qquad u_z'' = c(-2z + z^2 r)e^{-zr}. \]
For \(r \neq 0\) the factor \(r\) cancels in \(Z u_z / r = Z c\, e^{-zr}\), and
\[ w_z(r) = 2z^{3/2}\left(z - Z - \tfrac12 z^2 r\right)e^{-zr}. \]
The proof rewrites with `D` twice and cancels \(r\) by `field_simp`. Both \(u_z\) and \(w_z\) are thus of the form \((p + qr)e^{-zr}\) on the half line, and their squares are integrable by `slater_mul` with \(y = z\). This is `trial_memLp`, where `ae_restrict_mem` provides \(r > 0\) at almost every point of `μ₀`.

For two exponents \(y, z > 0\) the product formula gives `matrix_elements`:
\[ \langle u_y, u_z\rangle = 4(yz)^{3/2}\frac{2}{(y+z)^3} = \frac{8 (yz)^{3/2}}{(y+z)^3}, \]
\[ \langle u_y, w_z\rangle = 4(yz)^{3/2}\left[\frac{z - Z}{(y+z)^2} - \frac{z^2}{(y+z)^3}\right]. \]
Its step `inn` turns the \(L^2\) inner product of two real functions into the integral of their product. At \(y = z\) the prefactor contains \(z^{3/2} z^{3/2} = z^3\) (step `c` of `trial_energy`), and
\[ \frac{8z^3}{(2z)^3} = 1, \qquad 4z^3\left[\frac{z - Z}{4z^2} - \frac{z^2}{8z^3}\right] = z(z - Z) - \tfrac12 z^2 = \tfrac12 z^2 - Zz . \]
These are `r1` and `r2`. The energy equals \(\tfrac12 z(z - 2Z)\), and the product `mul_pos hz (sub_pos.2 h)` handed to `nlinarith` is the positivity of \(z(z - 2Z)\).

The lemma `re_inner_nonpos` holds in any complex inner product space with a Hilbert basis \(f_n\). For vectors \(u, w\) with \(\langle f_n, w\rangle = E_n\langle f_n, u\rangle\), Parseval's identity gives
\[ \langle u, w\rangle = \sum_n \langle u, f_n\rangle\langle f_n, w\rangle = \sum_n E_n\, \overline{\langle f_n, u\rangle}\,\langle f_n, u\rangle = \sum_n E_n |\langle f_n, u\rangle|^2 . \]
The first equality is `f.hasSum_inner_mul_inner u w`, and `Complex.hasSum_re` takes real parts. Step `e` writes each term as \(E_n\) times a sum of two squares, and `hasSum_le` compares the series term by term with the zero series, so \(\operatorname{Re}\langle u, w\rangle \le 0\) when all \(E_n \le 0\).

For \(u = u_z\), \(w = w_z\) and \(z > 2Z\) this contradicts `trial_energy`, which is `no_bound_state_basis`. In `bound_states_incomplete`, suppose that no nonzero vector is orthogonal to all \(f_n\). Then the orthogonal complement of their span is zero (`hsp`), `HilbertBasis.mkOfOrthogonalEqBot` makes the family a Hilbert basis, and the previous theorem excludes it.

For `bound_states_witness` set \(y = Z\). The bracket becomes
\[ \frac{(z - Z)(Z + z) - z^2}{(Z+z)^3} = \frac{-Z^2}{(Z+z)^3}, \]
so \(\langle u_Z, w_z\rangle = -4Z^2 (Zz)^{3/2}/(Z+z)^3 = -\tfrac12 Z^2 \langle u_Z, u_z\rangle\).

## Remarks

What follows is worked out on paper from the formulas above and is not among the theorems of the file.

Without the bound \(z > 2Z\) the conclusion can fail. Take \(Z = z = 1\). The formula for \(w_z\) gives \(w_1(r) = -r e^{-r} = -\tfrac12 u_1(r)\), so \(\langle f, w_1\rangle = -\tfrac12\langle f, u_1\rangle\) for every \(f\) in \(L^2\). Every Hilbert basis then satisfies (1) with all \(E_n = -\tfrac12\), and no nonzero vector is orthogonal to it. Condition (1) tests the \(f_n\) against one function only, and it rules out their completeness when that function has positive mean energy.

The Hamiltonian could instead be modelled as an unbounded operator on a dense domain in \(L^2\), with the \(f_n\) as eigenvectors in that domain. One would have to fix the domain, including the condition \(u(0) = 0\), and prove symmetry by the integration by parts above. Condition (1) would then follow from \(\langle f_n, h u_z\rangle = \langle h f_n, u_z\rangle\), and the Parseval argument would be unchanged.

For a one-centre basis made of functions \(u_z\) with different exponents, the two formulas of `matrix_elements` fill the overlap matrix \(S\) and the Hamiltonian matrix \(H\) of the generalised eigenproblem \(Hx = E\,Sx\) for a coefficient vector \(x\). For \(Z = 1\) and the basis \(u_1, u_3\), with \(\sigma = \langle u_1, u_3\rangle = 3\sqrt3/8\),
\[ S = \begin{pmatrix} 1 & \sigma \\ \sigma & 1 \end{pmatrix}, \qquad H = \begin{pmatrix} -\tfrac12 & -\tfrac12\sigma \\ -\tfrac12\sigma & \tfrac32 \end{pmatrix}. \]
The eigenvalues are \(-\tfrac12\) and \((\tfrac32 + \tfrac12\sigma^2)/(1 - \sigma^2) = 219/74\). The weights of \(u_3\) on the two normalised eigenvectors are \(27/64\) and \(37/64\), and \(-\tfrac12\cdot\tfrac{27}{64} + \tfrac{219}{74}\cdot\tfrac{37}{64} = \tfrac32\). A sum over states that discards the positive root returns \(-27/128\) in place of \(3/2\).
